# For a rotation axis of order three or more, at most one circular operator has a nonzero element from a given rotation eigenstate to another

A code that computes absorption of circularly polarised light can evaluate, for each initial and final state, the matrix elements of both circular components of the momentum operator. Suppose that these components are taken about an \(n\)-fold axis with \(n\ge 3\), that the axis is an exact symmetry of the discretised problem, including the momentum operator, and that both states are eigenvectors of the rotation. Then at least one of the two elements vanishes. The rotation eigenvalues tell the code which element it can skip, or compute as a check.

## At most one nonzero circular element

Let \(w=e^{2\pi i/n}\), and let \(R\) be a linear map that preserves inner products, such as a unitary rotation by \(2\pi/n\). Let \(D_+\) and \(D_-\) satisfy

\[
R D_+ = w\,D_+R,\qquad R D_- = w^{-1}D_-R .
\]

If \(Ra=\alpha a\), \(Rb=\beta b\) and \(n\ge 3\), then \(\langle b,D_+a\rangle\) and \(\langle b,D_-a\rangle\) are not both nonzero. For \(n=2\) they can be.

The phase relations express how the components \(x\pm iy\) of a vector operator turn about the \(z\) axis; the sense of rotation decides which one is \(D_+\).

## Filtering transitions by rotation label

If the eigenvalues are \(w^m\) for \(a\) and \(w^{m'}\) for \(b\), a nonzero element of \(D_\pm\) requires \(m'\equiv m\pm1 \pmod n\). Once the labels are known, a code can apply this filter before it computes the transition matrix elements.

The filter needs rotation eigenstates, which a diagonaliser need not return within a degenerate level. Take \(n=3\), orthonormal \(f_0,f_1,f_2\) with \(Rf_j=w^jf_j\), and \(D_\pm f_j=f_{j\pm1}\), indices modulo 3. For \(b=f_0\) and \(a=(f_1+f_2)/\sqrt2\), both elements equal \(1/\sqrt2\). So it is not enough that \(b\) alone is an eigenvector. This three-level example is a calculation by hand and does not appear in the file.

## From rotation phases to the selection rule

For \(b\ne0\), \(\langle b,b\rangle=\langle Rb,Rb\rangle=\bar\beta\beta\langle b,b\rangle\), so \(\bar\beta\beta=1\).

Let \(RT=c\,TR\). Then

\[
\langle b,Ta\rangle=\langle Rb,RTa\rangle=\langle Rb,c\,TRa\rangle=\bar\beta c\alpha\,\langle b,Ta\rangle .
\]

If the element is nonzero, \(\bar\beta c\alpha=1\), and multiplying by \(\beta\) gives \(\beta=c\alpha\).

With \(\alpha=w^m\), \(\beta=w^{m'}\) and \(c=w^k\), this reads \(w^{m+k-m'}=1\). Since \(w\) is a primitive \(n\)-th root of unity, \(m'\equiv m+k\pmod n\).

If both circular elements were nonzero, then \(w\alpha=\beta=w^{-1}\alpha\). Here \(a\neq0\), so \(\alpha\ne0\) and \(w^2=1\). Then \(n\) divides 2, which contradicts \(n\ge3\).

For \(n=2\), \(w=w^{-1}=-1\). Take

\[
R=\begin{pmatrix}1&0\\0&-1\end{pmatrix},\quad
D_+=\begin{pmatrix}0&1\\2&0\end{pmatrix},\quad
D_-=\begin{pmatrix}0&2\\1&0\end{pmatrix}=D_+^\dagger .
\]

Off-diagonal matrices anticommute with \(R\), so both phase relations hold. The elements from \(e_0=(1,0)\) to \(e_1=(0,1)\) are 2 and 1.

In Lean 4 with Mathlib:

```lean
import Mathlib

open Matrix
open scoped InnerProductSpace ComplexConjugate

noncomputable section

namespace CircularSelectionRules

variable {V : Type*} [NormedAddCommGroup V] [InnerProductSpace ℂ V]

/-- The phase `w = exp(2πi/n)` of an `n`-fold rotation, for `n ≥ 1`. -/
def phase (n : ℕ) : ℂ := Complex.exp (2 * Real.pi * Complex.I / n)

/-- The operator `T` picks up the factor `c` under the rotation `R`: `R T = c T R`. -/
def HasPhase (R T : V →ₗ[ℂ] V) (c : ℂ) : Prop := ∀ x, R (T x) = c • T (R x)

/-- `R` preserves inner products, and the operators `Dp` and `Dm` pick up the opposite
phases `w` and `w⁻¹` under it, where `w = exp(2πi/n)` and `n ≥ 1`. -/
structure CircularPair (n : ℕ) (R Dp Dm : V →ₗ[ℂ] V) : Prop where
  isometry : ∀ x y, ⟪R x, R y⟫_ℂ = ⟪x, y⟫_ℂ
  plus : HasPhase R Dp (phase n)
  minus : HasPhase R Dm (phase n)⁻¹

/-- An eigenvalue of an inner-product-preserving rotation on a nonzero state has
unit modulus. -/
theorem eigenvalue_unit {R : V →ₗ[ℂ] V} (hR : ∀ x y, ⟪R x, R y⟫_ℂ = ⟪x, y⟫_ℂ)
    {b : V} {β : ℂ} (hb : b ≠ 0) (hRb : R b = β • b) : conj β * β = 1 := by
  have hne : ⟪b, b⟫_ℂ ≠ 0 := inner_self_ne_zero.mpr hb
  have h := hR b b
  rw [hRb, inner_smul_left, inner_smul_right] at h
  exact mul_right_cancel₀ hne (by linear_combination h)

/-- If `T` picks up the factor `c` under an inner-product-preserving rotation, a nonzero
matrix element of `T` from an eigenstate with eigenvalue `α` to one with eigenvalue `β`
requires `β = c α`. -/
theorem phase_balance {R T : V →ₗ[ℂ] V} (hR : ∀ x y, ⟪R x, R y⟫_ℂ = ⟪x, y⟫_ℂ)
    {c α β : ℂ} {a b : V} (hT : HasPhase R T c) (hRa : R a = α • a) (hRb : R b = β • b)
    (hne : ⟪b, T a⟫_ℂ ≠ 0) : β = c * α := by
  have hb : b ≠ 0 := fun h => hne (by simp [h])
  have hβ := eigenvalue_unit hR hb hRb
  -- rotate both sides of the matrix element
  have key : conj β * (c * α) * ⟪b, T a⟫_ℂ = ⟪b, T a⟫_ℂ := by
    have h := hR b (T a)
    rw [hRb, hT a, hRa, map_smul, inner_smul_left, inner_smul_right,
      inner_smul_right] at h
    linear_combination h
  have h1 : conj β * (c * α) = 1 := mul_right_cancel₀ hne (by rw [key, one_mul])
  linear_combination (c * α) * hβ - β * h1

/-- Selection rule for an `n`-fold axis, `n ≥ 1`: if the rotation preserves inner products,
the states have eigenvalues `w^m` and `w^m'`, and `T` picks up `w^k`, a nonzero matrix
element requires `m' = m + k` modulo `n`. -/
theorem selection_rule_mod {n : ℕ} (hn : n ≠ 0) {R T : V →ₗ[ℂ] V}
    (hR : ∀ x y, ⟪R x, R y⟫_ℂ = ⟪x, y⟫_ℂ) {m m' k : ℤ} {a b : V}
    (hT : HasPhase R T (phase n ^ k)) (hRa : R a = (phase n ^ m) • a)
    (hRb : R b = (phase n ^ m') • b) (hne : ⟪b, T a⟫_ℂ ≠ 0) :
    m' ≡ m + k [ZMOD n] := by
  have h := phase_balance hR hT hRa hRb hne
  have hw : phase n ≠ 0 := Complex.exp_ne_zero _
  have hprim : IsPrimitiveRoot (phase n) n := Complex.isPrimitiveRoot_exp n hn
  have h1 : phase n ^ (m + k - m') = 1 := by
    rw [zpow_sub₀ hw, zpow_add₀ hw, h, mul_comm (phase n ^ k)]
    exact div_self (mul_ne_zero (zpow_ne_zero _ hw) (zpow_ne_zero _ hw))
  exact Int.modEq_iff_dvd.mpr ((hprim.zpow_eq_one_iff_dvd _).mp h1)

/-- Circular selectivity: for an `n`-fold axis with `n ≥ 3`, the two circular operators cannot both
have a nonzero matrix element from a given rotation eigenstate `a` to a given rotation eigenstate
`b`. -/
theorem circular_selectivity {n : ℕ} (hn : 3 ≤ n) {R Dp Dm : V →ₗ[ℂ] V}
    (h : CircularPair n R Dp Dm) {α β : ℂ} {a b : V}
    (hRa : R a = α • a) (hRb : R b = β • b) :
    ¬ (⟪b, Dp a⟫_ℂ ≠ 0 ∧ ⟪b, Dm a⟫_ℂ ≠ 0) := by
  rintro ⟨hp, hm⟩
  have h1 := phase_balance h.isometry h.plus hRa hRb hp
  have h2 := phase_balance h.isometry h.minus hRa hRb hm
  have ha : a ≠ 0 := fun h0 => hp (by simp [h0])
  have hα : α ≠ 0 := by
    intro h0
    have hu := eigenvalue_unit h.isometry ha hRa
    simp [h0] at hu
  have hw : phase n ≠ 0 := Complex.exp_ne_zero _
  -- the two phase balances agree only if `w² = 1`
  have h3 : phase n = (phase n)⁻¹ := mul_right_cancel₀ hα (h1.symm.trans h2)
  have h4 : phase n ^ 2 = 1 := by
    rw [pow_two]
    nth_rewrite 2 [h3]
    exact mul_inv_cancel₀ hw
  have hprim : IsPrimitiveRoot (phase n) n :=
    Complex.isPrimitiveRoot_exp n (by omega)
  have h5 := Nat.le_of_dvd (by norm_num) (hprim.dvd_of_pow_eq_one 2 h4)
  omega

/-- The operator on a two-level system given by a 2×2 matrix. -/
def act (A : Matrix (Fin 2) (Fin 2) ℂ) :
    EuclideanSpace ℂ (Fin 2) →ₗ[ℂ] EuclideanSpace ℂ (Fin 2) where
  toFun x := WithLp.toLp 2 (A *ᵥ x.ofLp)
  map_add' x y := by
    simp only [WithLp.ofLp_add, Matrix.mulVec_add, WithLp.toLp_add]
  map_smul' c x := by
    simp only [WithLp.ofLp_smul, Matrix.mulVec_smul, WithLp.toLp_smul, RingHom.id_apply]

/-- The components of a two-level state after a 2×2 matrix has acted on it. -/
theorem act_apply (A : Matrix (Fin 2) (Fin 2) ℂ) (x : EuclideanSpace ℂ (Fin 2))
    (i : Fin 2) : (act A x).ofLp i = A i 0 * x.ofLp 0 + A i 1 * x.ofLp 1 := by
  change (A *ᵥ x.ofLp) i = _
  simp only [Matrix.mulVec, dotProduct, Fin.sum_univ_two]

/-- The first basis state of the two-level system. -/
def e₀ : EuclideanSpace ℂ (Fin 2) := !₂[1, 0]

/-- The second basis state of the two-level system. -/
def e₁ : EuclideanSpace ℂ (Fin 2) := !₂[0, 1]

/-- For every `n ≥ 1`, the rotation `diag(1, w)` with the raising and lowering matrices is a
circular pair; the basis states are rotation eigenstates, and the raising matrix has element 1 from
the first to the second. -/
theorem circularPair_witness {n : ℕ} (hn : n ≠ 0) :
    CircularPair n (act !![1, 0; 0, phase n]) (act !![0, 0; 1, 0]) (act !![0, 1; 0, 0]) ∧
    act !![1, 0; 0, phase n] e₀ = e₀ ∧ act !![1, 0; 0, phase n] e₁ = phase n • e₁ ∧
    ⟪e₁, act !![0, 0; 1, 0] e₀⟫_ℂ = 1 := by
  have hw : phase n ≠ 0 := Complex.exp_ne_zero _
  have hprim : IsPrimitiveRoot (phase n) n := Complex.isPrimitiveRoot_exp n hn
  have hu : conj (phase n) * phase n = 1 := by
    rw [Complex.conj_mul', Complex.norm_eq_one_of_pow_eq_one hprim.pow_eq_one hn]
    simp
  refine ⟨⟨fun x y => ?_, fun x => ?_, fun x => ?_⟩, ?_, ?_, ?_⟩
  · simp [PiLp.inner_apply, Fin.sum_univ_two, act_apply]
    linear_combination (y.ofLp 1 * conj (x.ofLp 1)) * hu
  · ext i
    fin_cases i <;> simp [act_apply]
  · ext i
    fin_cases i <;> simp [act_apply, hw]
  · ext i
    fin_cases i <;> simp [act_apply, e₀]
  · ext i
    fin_cases i <;> simp [act_apply, e₁]
  · simp [PiLp.inner_apply, Fin.sum_univ_two, act_apply, e₀, e₁]

/-- A twofold axis enforces no circular selectivity: with the rotation `diag(1, -1)`, two mutually
adjoint circular operators have elements 2 and 1 from the first basis state to the second, and both
basis states are rotation eigenstates. -/
theorem twofold_no_selectivity :
    CircularPair 2 (act !![1, 0; 0, -1]) (act !![0, 1; 2, 0]) (act !![0, 2; 1, 0]) ∧
    (!![0, 1; 2, 0] : Matrix (Fin 2) (Fin 2) ℂ)ᴴ = !![0, 2; 1, 0] ∧
    act !![1, 0; 0, -1] e₀ = e₀ ∧ act !![1, 0; 0, -1] e₁ = (-1 : ℂ) • e₁ ∧
    ⟪e₁, act !![0, 1; 2, 0] e₀⟫_ℂ = 2 ∧ ⟪e₁, act !![0, 2; 1, 0] e₀⟫_ℂ = 1 := by
  -- half a turn gives the phase `-1`, which is its own inverse
  have h2 : phase 2 = -1 := by
    have h : 2 * (Real.pi : ℂ) * Complex.I / ((2 : ℕ) : ℂ) = Real.pi * Complex.I := by
      push_cast
      ring
    rw [phase, h, Complex.exp_pi_mul_I]
  have h2' : (phase 2)⁻¹ = -1 := by rw [h2]; norm_num
  refine ⟨⟨fun x y => ?_, ?_, ?_⟩, ?_, ?_, ?_, ?_, ?_⟩
  · simp [PiLp.inner_apply, Fin.sum_univ_two, act_apply]
  · rw [h2]
    intro x
    ext i
    fin_cases i <;> simp [act_apply]
  · rw [h2']
    intro x
    ext i
    fin_cases i <;> simp [act_apply]
  · ext i j
    fin_cases i <;> fin_cases j <;> simp [Matrix.conjTranspose_apply]
  · ext i
    fin_cases i <;> simp [act_apply, e₀]
  · ext i
    fin_cases i <;> simp [act_apply, e₁]
  · simp [PiLp.inner_apply, Fin.sum_univ_two, act_apply, e₀, e₁]
  · simp [PiLp.inner_apply, Fin.sum_univ_two, act_apply, e₀, e₁]

end CircularSelectionRules
```

```lean
#print axioms CircularSelectionRules.selection_rule_mod
#print axioms CircularSelectionRules.circular_selectivity
#print axioms CircularSelectionRules.twofold_no_selectivity
```

```
'CircularSelectionRules.selection_rule_mod' depends on axioms: [propext, Classical.choice, Quot.sound]
'CircularSelectionRules.circular_selectivity' depends on axioms: [propext, Classical.choice, Quot.sound]
'CircularSelectionRules.twofold_no_selectivity' depends on axioms: [propext, Classical.choice, Quot.sound]
```

## What the theorems assume about states and operators

`V` is a complex inner product space of any dimension, and `⟪b, T a⟫_ℂ` is conjugate-linear in `b`. `HasPhase R T c` is the relation \(RT=c\,TR\), and `CircularPair` collects the two phase relations and the isometry property. These are hypotheses: a code must establish them for its own basis, grid and operators. The operators act on all of `V`, as matrices in a finite basis do.

`circular_selectivity` leaves \(\alpha\) and \(\beta\) free, so it also applies to half-integer spin. `selection_rule_mod` assumes integer powers of \(w\). Neither theorem says that an allowed element is nonzero, or how small a forbidden one stays when the symmetry is only approximate.

`eigenvalue_unit` and `phase_balance` are the first two steps of the derivation; `key` is the displayed identity. In `circular_selectivity`, `h1` and `h2` are the two phase balances, `h4` is \(w^2=1\), and `h5` gives \(n\le2\), which `omega` refutes.

`circularPair_witness` shows that the hypotheses are satisfiable for every \(n\ge1\), using \(R=\mathrm{diag}(1,w)\) and an allowed \(D_+\) element equal to 1. `twofold_no_selectivity` verifies the matrices above. Both proofs compare components through `act_apply`.
